# A trace identity for the cross-product matrices of u and Mu

The cross-product matrix [u] of a real 3-vector u sends v to u × v, and it generates rotations about u. The theorem says that Mᵀ[u] + [u]M + [Mu] = tr(M)[u] for every real 3×3 matrix M and every u. M need not be symmetric or invertible, and u need not be a unit vector. The attempt compares the two sides entry by entry, using `simp` to write out each of the nine entries and `ring` to check the resulting equation.

The first attempt, which Lean rejects:

```lean
import Mathlib

open Matrix

namespace CrossMatrixIdentity

noncomputable section

/-- The matrix of the cross product with `u`, which generates rotations about `u`. -/
def crossMatrix (u : Fin 3 → ℝ) : Matrix (Fin 3) (Fin 3) ℝ :=
  !![0, -u 2, u 1; u 2, 0, -u 0; -u 1, u 0, 0]

/-- For every 3×3 matrix `M`, the cross-product matrices of `u` and `M u` are related by
`Mᵀ [u] + [u] M + [M u] = tr(M) [u]`. -/
theorem crossMatrix_identity (M : Matrix (Fin 3) (Fin 3) ℝ) (u : Fin 3 → ℝ) :
    Mᵀ * crossMatrix u + crossMatrix u * M + crossMatrix (M *ᵥ u)
      = M.trace • crossMatrix u := by
  ext i j
  fin_cases i <;> fin_cases j <;>
    simp [crossMatrix, Matrix.mul_apply, Matrix.mulVec, dotProduct, Matrix.trace,
      Fin.sum_univ_three] <;> ring

end

end CrossMatrixIdentity
```

Lean reports:

```
Try this:
  [apply] ring_nf
  
  The `ring` tactic failed to close the goal. Use `ring_nf` to obtain a normal form.
    
  Note that `ring` works primarily in *commutative* rings. If you have a noncommutative ring, abelian group or module, consider using `noncomm_ring`, `abel` or `module` instead.
Try this:
  [apply] ring_nf
  
  The `ring` tactic failed to close the goal. Use `ring_nf` to obtain a normal form.
    
  Note that `ring` works primarily in *commutative* rings. If you have a noncommutative ring, abelian group or module, consider using `noncomm_ring`, `abel` or `module` instead.
Try this:
  [apply] ring_nf
  
  The `ring` tactic failed to close the goal. Use `ring_nf` to obtain a normal form.
    
  Note that `ring` works primarily in *commutative* rings. If you have a noncommutative ring, abelian group or module, consider using `noncomm_ring`, `abel` or `module` instead.
Try this:
  [apply] ring_nf
  
  The `ring` tactic failed to close the goal. Use `ring_nf` to obtain a normal form.
    
  Note that `ring` works primarily in *commutative* rings. If you have a noncommutative ring, abelian group or module, consider using `noncomm_ring`, `abel` or `module` instead.
Try this:
  [apply] ring_nf
  
  The `ring` tactic failed to close the goal. Use `ring_nf` to obtain a normal form.
    
  Note that `ring` works primarily in *commutative* rings. If you have a noncommutative ring, abelian group or module, consider using `noncomm_ring`, `abel` or `module` instead.
Try this:
  [apply] ring_nf
  
  The `ring` tactic failed to close the goal. Use `ring_nf` to obtain a normal form.
    
  Note that `ring` works primarily in *commutative* rings. If you have a noncommutative ring, abelian group or module, consider using `noncomm_ring`, `abel` or `module` instead.
Try this:
  [apply] ring_nf
  
  The `ring` tactic failed to close the goal. Use `ring_nf` to obtain a normal form.
    
  Note that `ring` works primarily in *commutative* rings. If you have a noncommutative ring, abelian group or module, consider using `noncomm_ring`, `abel` or `module` instead.
Try this:
  [apply] ring_nf
  
  The `ring` tactic failed to close the goal. Use `ring_nf` to obtain a normal form.
    
  Note that `ring` works primarily in *commutative* rings. If you have a noncommutative ring, abelian group or module, consider using `noncomm_ring`, `abel` or `module` instead.
Try this:
  [apply] ring_nf
  
  The `ring` tactic failed to close the goal. Use `ring_nf` to obtain a normal form.
    
  Note that `ring` works primarily in *commutative* rings. If you have a noncommutative ring, abelian group or module, consider using `noncomm_ring`, `abel` or `module` instead.
Main.lean:17:35: error: unsolved goals
case «0».«0»
M : Matrix (Fin 3) (Fin 3) ℝ
u : Fin 3 → ℝ
⊢ M 1 0 * u 2 - M 2 0 * u 1 + (![0, -u 2, u 1] ᵥ* M) 0 = 0

case «0».«1»
M : Matrix (Fin 3) (Fin 3) ℝ
u : Fin 3 → ℝ
⊢ -(M 0 0 * u 2) - u 2 * M 2 2 + (![0, -u 2, u 1] ᵥ* M) 1 - M 2 1 * u 1 = -(M 0 0 * u 2) - u 2 * M 2 2 - u 2 * M 1 1

case «0».«2»
M : Matrix (Fin 3) (Fin 3) ℝ
u : Fin 3 → ℝ
⊢ M 0 0 * u 1 + u 1 * M 1 1 + u 2 * M 1 2 + (![0, -u 2, u 1] ᵥ* M) 2 = M 0 0 * u 1 + u 1 * M 1 1 + u 1 * M 2 2

case «1».«0»
M : Matrix (Fin 3) (Fin 3) ℝ
u : Fin 3 → ℝ
⊢ M 1 1 * u 2 + u 2 * M 2 2 + u 0 * M 2 0 + (![u 2, 0, -u 0] ᵥ* M) 0 = M 1 1 * u 2 + u 2 * M 2 2 + u 2 * M 0 0

case «1».«1»
M : Matrix (Fin 3) (Fin 3) ℝ
u : Fin 3 → ℝ
⊢ -(M 0 1 * u 2) + M 2 1 * u 0 + (![u 2, 0, -u 0] ᵥ* M) 1 = 0

case «1».«2»
M : Matrix (Fin 3) (Fin 3) ℝ
u : Fin 3 → ℝ
⊢ -(M 1 1 * u 0) - u 0 * M 0 0 + (![u 2, 0, -u 0] ᵥ* M) 2 - M 0 2 * u 2 = -(M 1 1 * u 0) - u 0 * M 0 0 - u 0 * M 2 2

case «2».«0»
M : Matrix (Fin 3) (Fin 3) ℝ
u : Fin 3 → ℝ
⊢ -(M 2 2 * u 1) - u 1 * M 1 1 + (![-u 1, u 0, 0] ᵥ* M) 0 - M 1 0 * u 0 = -(M 2 2 * u 1) - u 1 * M 1 1 - u 1 * M 0 0

case «2».«1»
M : Matrix (Fin 3) (Fin 3) ℝ
u : Fin 3 → ℝ
⊢ M 2 2 * u 0 + u 0 * M 0 0 + u 1 * M 0 1 + (![-u 1, u 0, 0] ᵥ* M) 1 = M 2 2 * u 0 + u 0 * M 0 0 + u 0 * M 1 1

case «2».«2»
M : Matrix (Fin 3) (Fin 3) ℝ
u : Fin 3 → ℝ
⊢ M 0 2 * u 1 - M 1 2 * u 0 + (![-u 1, u 0, 0] ᵥ* M) 2 = 0
```

All nine entries fail in the same way. Once `crossMatrix` is unfolded, [u] is a matrix written out by rows, and `simp` turns the product [u]M into products of those rows with M. Each remaining goal therefore contains a term such as `(![0, -u 2, u 1] ᵥ* M) 0`, a row vector times a matrix. The `simp` call is not told to unfold this operation, `Matrix.vecMul`, so the term stays closed. `ring` can only treat it as an unknown number, and so cannot cancel its contents against the other terms. The nine "Try this" messages report that `ring` did not close these goals, and the error lists what was left. The hint about noncommutative rings does not apply, since the entries are real numbers.

The repair adds `Matrix.vecMul` to the `simp` list. The row product then unfolds to a dot product, which `dotProduct` and `Fin.sum_univ_three`, already in the list, write out as three ordinary terms. What remains is polynomial algebra in the entries of M and u, which `ring` can settle.

The change, after which it compiles:

```diff
@@ -18,5 +18,5 @@
   ext i j
   fin_cases i <;> fin_cases j <;>
-    simp [crossMatrix, Matrix.mul_apply, Matrix.mulVec, dotProduct, Matrix.trace,
+    simp [crossMatrix, Matrix.mul_apply, Matrix.mulVec, Matrix.vecMul, dotProduct, Matrix.trace,
       Fin.sum_univ_three] <;> ring
 
```
